# The gap and the density bound the static response of real orthonormal orbitals on a finite grid

Let $\varphi_i$ be real orthonormal orbitals on a finite grid, with energies $e_i$, and let every occupied-virtual gap be at least $D>0$. With the density $n$ and the static response kernel $\chi$ of these orbitals, every local potential $v$ satisfies

$$0\le -\langle v,\chi v\rangle\le \frac{2}{D}\sum_x n(x)\,v(x)^2 .$$

For a given $D$ and a given size of $v$, a potential that lives where $n$ is small therefore has a small $-\langle v,\chi v\rangle$. In the optimized effective potential (OEP) method a local potential can be found from a linear equation with the kernel $\chi$, and components of the potential with little response are then poorly determined. The file proves upper bounds on the non-interacting response on a finite grid; it does not estimate a condition number.

## Orbitals, density and kernel

The grid is a finite type `X` and the orbital labels form a finite type `ι`. The occupied labels are a finite set `occ`, and all other labels are virtual. The orbitals need not span all functions on the grid.

In Lean 4 with Mathlib:

```lean
import Mathlib

open Finset

namespace OEPResponseConditioning

noncomputable section

variable {X ι : Type*} [Fintype X] [Fintype ι] [DecidableEq ι]
```

Orthonormality means $\sum_x\varphi_i(x)\varphi_j(x)=\delta_{ij}$. The sum has unit weights, so on a quadrature grid with positive weights the square root of each weight is absorbed into the orbitals, and $n(x)$ is then the density times the weight.

```lean
/-- The real orbitals `φ i` are orthonormal on the grid. -/
def IsOrthonormal (φ : ι → X → ℝ) : Prop :=
  ∀ i j, ∑ x, φ i x * φ j x = if i = j then 1 else 0
```

The density is $n(x)=\sum_{i\in\mathrm{occ}}\varphi_i(x)^2$, with one electron per orbital. For doubly occupied orbitals both $n$ and $\chi$ double, and the bound above keeps its form.

```lean
/-- The density: the sum of the squared occupied orbitals. -/
def density (φ : ι → X → ℝ) (occ : Finset ι) (x : X) : ℝ :=
  ∑ i ∈ occ, φ i x ^ 2
```

A potential couples an occupied orbital $i$ to a virtual orbital $a$ through $M_{ia}(v)=\sum_x\varphi_a(x)v(x)\varphi_i(x)$.

```lean
/-- The matrix element of the local potential `v` between orbitals `i` and `a`. -/
def elem (φ : ι → X → ℝ) (v : X → ℝ) (i a : ι) : ℝ :=
  ∑ x, φ a x * (v x * φ i x)
```

In first-order perturbation theory within the span of the orbitals, the occupied orbital $i$ acquires the virtual part $\sum_{a\notin\mathrm{occ}}\varphi_a M_{ia}(v)/(e_i-e_a)$. Mixing among the occupied orbitals does not change the density to first order, so the density changes by twice the sum over occupied $i$ of $\varphi_i$ times this virtual part. That is the action on $v$ of the kernel

$$\chi(x,y)=2\sum_{i\in\mathrm{occ}}\sum_{a\notin\mathrm{occ}}\frac{\varphi_i(x)\varphi_a(x)\varphi_i(y)\varphi_a(y)}{e_i-e_a}.$$

The file takes this formula as the definition. It does not derive it from a Hamiltonian, and the energies are simply real numbers attached to the orbitals.

```lean
/-- The static orbital response kernel, a sum over occupied `i` and virtual `a`,
for energies with `e i ≠ e a` for all such pairs. -/
def chi (φ : ι → X → ℝ) (e : ι → ℝ) (occ : Finset ι) (x y : X) : ℝ :=
  2 * ∑ i ∈ occ, ∑ a ∈ occᶜ, φ i x * φ a x * φ i y * φ a y / (e i - e a)
```

The response form is $\langle u,\chi v\rangle=\sum_{x,y}u(x)\chi(x,y)v(y)$.

```lean
/-- The response form `⟨u, χ v⟩` of two local potentials,
for energies with `e i ≠ e a` for all occupied `i` and virtual `a`. -/
def form (φ : ι → X → ℝ) (e : ι → ℝ) (occ : Finset ι) (u v : X → ℝ) : ℝ :=
  ∑ x, ∑ y, u x * chi φ e occ x y * v y
```

## From grid sums to transitions

Insert the kernel and carry out the grid sums first. For each pair $(i,a)$ the sum over $x$ gives $M_{ia}(u)$ and the sum over $y$ gives $M_{ia}(v)$, so

$$\langle u,\chi v\rangle=2\sum_{i\in\mathrm{occ}}\sum_{a\notin\mathrm{occ}}\frac{M_{ia}(u)M_{ia}(v)}{e_i-e_a}.$$

In the proof, `sw` exchanges the grid and orbital sums, and `h` factorises the double grid sum for one pair.

```lean
/-- The response form is a sum over transitions of products of matrix elements
divided by orbital energy differences. -/
theorem form_eq (φ : ι → X → ℝ) (e : ι → ℝ) (occ : Finset ι) (u v : X → ℝ) :
    form φ e occ u v =
      2 * ∑ i ∈ occ, ∑ a ∈ occᶜ, elem φ u i a * elem φ v i a / (e i - e a) := by
  -- move the grid sums inside the orbital sums
  have sw : ∀ F : X → X → ι → ι → ℝ,
      ∑ x, ∑ y, ∑ i ∈ occ, ∑ a ∈ occᶜ, F x y i a =
        ∑ i ∈ occ, ∑ a ∈ occᶜ, ∑ x, ∑ y, F x y i a := by
    intro F
    calc _ = ∑ x, ∑ i ∈ occ, ∑ a ∈ occᶜ, ∑ y, F x y i a :=
          sum_congr rfl fun x _ =>
            sum_comm.trans (sum_congr rfl fun i _ => sum_comm)
      _ = _ := sum_comm.trans (sum_congr rfl fun i _ => sum_comm)
  have h : ∀ i a, 2 * (elem φ u i a * elem φ v i a / (e i - e a)) =
      ∑ x, ∑ y, u x * (2 * (φ i x * φ a x * φ i y * φ a y / (e i - e a))) * v y := by
    intro i a
    rw [elem, elem, sum_mul_sum, sum_div, mul_sum]
    refine sum_congr rfl fun x _ => ?_
    rw [sum_div, mul_sum]
    exact sum_congr rfl fun y _ => by ring
  simp only [form, chi, mul_sum, sum_mul, h]
  exact sw _
```

## Bessel's inequality bounds the transition strength

For a function $f$ and a finite set $s$ of orbitals, put $c_a=\sum_x\varphi_a(x)f(x)$ and $g=\sum_{a\in s}c_a\varphi_a$. Orthonormality gives $\sum_x g f=\sum_x g^2=\sum_{a\in s}c_a^2$. Hence

$$0\le\sum_x(f-g)^2=\sum_x f^2-2\sum_{a\in s}c_a^2+\sum_{a\in s}c_a^2=\sum_x f^2-\sum_{a\in s}c_a^2 .$$

The two inner products are `h1` and `h2`, the expanded square is `h3`, and `linarith` combines them with the non-negativity `h4`.

```lean
omit [Fintype ι] in
/-- Bessel's inequality on the grid: the squared overlaps of `f` with a finite set of
orthonormal orbitals add up to at most the squared norm of `f`. -/
theorem bessel {φ : ι → X → ℝ} (hφ : IsOrthonormal φ) (s : Finset ι) (f : X → ℝ) :
    ∑ a ∈ s, (∑ x, φ a x * f x) ^ 2 ≤ ∑ x, f x ^ 2 := by
  let c : ι → ℝ := fun a => ∑ x, φ a x * f x
  let g : X → ℝ := fun x => ∑ a ∈ s, c a * φ a x
  have hg : ∀ w : X → ℝ, ∑ x, g x * w x = ∑ a ∈ s, c a * ∑ x, φ a x * w x := by
    intro w
    calc ∑ x, g x * w x = ∑ x, ∑ a ∈ s, c a * φ a x * w x :=
          sum_congr rfl fun x _ => sum_mul _ _ _
      _ = ∑ a ∈ s, ∑ x, c a * φ a x * w x := sum_comm
      _ = _ := sum_congr rfl fun a _ => by
          rw [mul_sum]
          exact sum_congr rfl fun x _ => by ring
  have hc : ∀ a ∈ s, ∑ x, φ a x * g x = c a := by
    intro a ha
    calc ∑ x, φ a x * g x = ∑ x, g x * φ a x := sum_congr rfl fun x _ => mul_comm _ _
      _ = ∑ b ∈ s, c b * ∑ x, φ b x * φ a x := hg _
      _ = ∑ b ∈ s, c b * (if b = a then 1 else 0) :=
          sum_congr rfl fun b _ => by rw [hφ b a]
      _ = c a := by simp [ha]
  have h1 : ∑ x, g x * f x = ∑ a ∈ s, c a ^ 2 :=
    (hg f).trans (sum_congr rfl fun a _ => (sq (c a)).symm)
  have h2 : ∑ x, g x * g x = ∑ a ∈ s, c a ^ 2 :=
    (hg g).trans (sum_congr rfl fun a ha => by rw [hc a ha, sq])
  -- the part of f outside the span has non-negative squared norm
  have h3 : ∑ x, (f x - g x) ^ 2 =
      ∑ x, f x ^ 2 - 2 * ∑ x, g x * f x + ∑ x, g x * g x := by
    rw [mul_sum, ← sum_sub_distrib, ← sum_add_distrib]
    exact sum_congr rfl fun x _ => by ring
  have h4 : 0 ≤ ∑ x, (f x - g x) ^ 2 := sum_nonneg fun x _ => sq_nonneg _
  change ∑ a ∈ s, c a ^ 2 ≤ _
  linarith
```

Now take $f=v\varphi_i$ and let $s$ be the virtual set, so that $c_a=M_{ia}(v)$. Summing over occupied $i$ produces the density:

$$\sum_{i\in\mathrm{occ}}\sum_{a\notin\mathrm{occ}}M_{ia}(v)^2\le\sum_{i\in\mathrm{occ}}\sum_x v(x)^2\varphi_i(x)^2=\sum_x n(x)v(x)^2 .$$

```lean
/-- For orthonormal orbitals, the total occupied-virtual transition strength of a
potential is at most its density-weighted square. -/
theorem transition_le {φ : ι → X → ℝ} (hφ : IsOrthonormal φ) (occ : Finset ι)
    (v : X → ℝ) :
    ∑ i ∈ occ, ∑ a ∈ occᶜ, elem φ v i a ^ 2 ≤ ∑ x, density φ occ x * v x ^ 2 := by
  calc _ ≤ ∑ i ∈ occ, ∑ x, (v x * φ i x) ^ 2 :=
        sum_le_sum fun i _ => bessel hφ occᶜ fun x => v x * φ i x
    _ = ∑ x, ∑ i ∈ occ, (v x * φ i x) ^ 2 := sum_comm
    _ = _ := sum_congr rfl fun x _ => by
        rw [density, sum_mul]
        exact sum_congr rfl fun i _ => by ring
```

## The bound on the response

Setting $u=v$ and reversing the sign of the denominators gives

$$-\langle v,\chi v\rangle=2\sum_{i\in\mathrm{occ}}\sum_{a\notin\mathrm{occ}}\frac{M_{ia}(v)^2}{e_a-e_i}.$$

Every term is non-negative because $e_a-e_i\ge D>0$. Replacing each denominator by $D$ can only increase the sum, and the bound on the transition strength finishes the estimate.

The hypothesis `gap` states that `D ≤ e a - e i` for each `i` in `occ` and each `a` outside it. Physically, all occupied levels lie below all virtual ones, and $D$ is a lower bound on the separation between the highest occupied and the lowest virtual level. The identity is `key`; the two branches after `constructor` are the lower and the upper bound.

```lean
/-- For orthonormal orbitals with all occupied-virtual gaps at least `D > 0`,
`-⟨v, χ v⟩` lies between zero and `2/D` times the density-weighted square of `v`. -/
theorem response_le_density {φ : ι → X → ℝ} (hφ : IsOrthonormal φ) {e : ι → ℝ}
    {occ : Finset ι} {D : ℝ} (hD : 0 < D)
    (gap : ∀ i ∈ occ, ∀ a ∉ occ, D ≤ e a - e i) (v : X → ℝ) :
    0 ≤ -form φ e occ v v ∧
      -form φ e occ v v ≤ 2 / D * ∑ x, density φ occ x * v x ^ 2 := by
  have key : -form φ e occ v v =
      ∑ i ∈ occ, ∑ a ∈ occᶜ, 2 * (elem φ v i a ^ 2 / (e a - e i)) := by
    rw [form_eq, mul_sum, ← sum_neg_distrib]
    refine sum_congr rfl fun i _ => ?_
    rw [mul_sum, ← sum_neg_distrib]
    refine sum_congr rfl fun a _ => ?_
    rw [← neg_sub (e a) (e i), div_neg]
    ring
  rw [key]
  constructor
  · refine sum_nonneg fun i hi => sum_nonneg fun a ha => ?_
    have h := gap i hi a (mem_compl.mp ha)
    exact mul_nonneg (by norm_num) (div_nonneg (sq_nonneg _) (by linarith))
  · -- replace each gap by D, then use the bound on the transition strength
    calc _ ≤ ∑ i ∈ occ, ∑ a ∈ occᶜ, 2 / D * elem φ v i a ^ 2 := by
          refine sum_le_sum fun i hi => sum_le_sum fun a ha => ?_
          have h := div_le_div_of_nonneg_left (sq_nonneg (elem φ v i a)) hD
            (gap i hi a (mem_compl.mp ha))
          calc _ ≤ 2 * (elem φ v i a ^ 2 / D) := by linarith
            _ = _ := by ring
      _ = 2 / D * ∑ i ∈ occ, ∑ a ∈ occᶜ, elem φ v i a ^ 2 := by simp only [mul_sum]
      _ ≤ _ := mul_le_mul_of_nonneg_left (transition_le hφ occ v) (by positivity)
```

Normalised orbitals alone would not suffice. On a one-point grid take three orbitals all equal to $1$, with energies $0,D,D$ and only the first occupied. For $v=1$ both transition elements are $1$, so $-\langle v,\chi v\rangle=4/D$, while the right-hand side is $2/D$.

The bound can be strengthened by shifting the potential. Since $\sum_x\varphi_a\varphi_i=0$ for occupied $i$ and virtual $a$, subtracting a constant $c$ from $v$ leaves every $M_{ia}(v)$ unchanged. Applying the bound to $v-c$ yields

$$-\langle v,\chi v\rangle\le\frac{2}{D}\sum_x n(x)\,(v(x)-c)^2\qquad\text{for every real }c .$$

## Potentials in low-density regions

Suppose $n(x)\le\eta$ wherever $v(x)\ne0$. Then $n(x)v(x)^2\le\eta\,v(x)^2$ at every point, including those where $v$ vanishes, and

$$-\langle v,\chi v\rangle\le\frac{2\eta}{D}\sum_x v(x)^2 .$$

The proof makes the same division into points with `by_cases`. For a fixed gap bound $D$, this upper bound on $-\langle v,\chi v\rangle$ per unit squared norm is proportional to $\eta$; the actual value can be smaller.

```lean
/-- For orthonormal orbitals with gaps at least `D > 0`, a potential that is non-zero
only where the density is at most `η` has `-⟨v, χ v⟩` at most `2η/D` times its
squared norm. -/
theorem low_density_response {φ : ι → X → ℝ} (hφ : IsOrthonormal φ) {e : ι → ℝ}
    {occ : Finset ι} {D η : ℝ} (hD : 0 < D)
    (gap : ∀ i ∈ occ, ∀ a ∉ occ, D ≤ e a - e i) (v : X → ℝ)
    (hv : ∀ x, v x ≠ 0 → density φ occ x ≤ η) :
    -form φ e occ v v ≤ 2 * η / D * ∑ x, v x ^ 2 := by
  have h : ∑ x, density φ occ x * v x ^ 2 ≤ η * ∑ x, v x ^ 2 := by
    rw [mul_sum]
    refine sum_le_sum fun x _ => ?_
    by_cases hx : v x = 0
    · simp [hx]
    · exact mul_le_mul_of_nonneg_right (hv x hx) (sq_nonneg _)
  calc _ ≤ 2 / D * ∑ x, density φ occ x * v x ^ 2 := (response_le_density hφ hD gap v).2
    _ ≤ 2 / D * (η * ∑ x, v x ^ 2) := mul_le_mul_of_nonneg_left h (by positivity)
    _ = _ := by ring
```

## Two potentials and the induced density

For different potentials $u$ and $v$, apply the Cauchy-Schwarz inequality over the pairs $(i,a)$ to the factors $M_{ia}(u)$ and $M_{ia}(v)/(e_i-e_a)$:

$$\langle u,\chi v\rangle^2\le4\Big(\sum_{i,a}M_{ia}(u)^2\Big)\Big(\sum_{i,a}\frac{M_{ia}(v)^2}{(e_i-e_a)^2}\Big)\le\Big(\frac2D\Big)^2\Big(\sum_x n u^2\Big)\Big(\sum_x n v^2\Big).$$

In the file, `hB` writes the form as a single sum over pairs, `hS` and `hv` bound the two factors, and `hCS` is the Cauchy-Schwarz step.

```lean
/-- For orthonormal orbitals with occupied-virtual gaps at least `D > 0`, the square of the response
form of two potentials is at most `(2/D)²` times the product of their density-weighted squares. -/
theorem form_sq_le {φ : ι → X → ℝ} (hφ : IsOrthonormal φ) {e : ι → ℝ}
    {occ : Finset ι} {D : ℝ} (hD : 0 < D)
    (gap : ∀ i ∈ occ, ∀ a ∉ occ, D ≤ e a - e i) (u v : X → ℝ) :
    form φ e occ u v ^ 2 ≤ (2 / D) ^ 2 * (∑ x, density φ occ x * u x ^ 2) *
      ∑ x, density φ occ x * v x ^ 2 := by
  have hB : form φ e occ u v = 2 * ∑ p ∈ occ ×ˢ occᶜ,
      elem φ u p.1 p.2 * (elem φ v p.1 p.2 / (e p.1 - e p.2)) := by
    rw [form_eq, sum_product]
    simp only [mul_div_assoc]
  have hS : ∀ w : X → ℝ, ∑ p ∈ occ ×ˢ occᶜ, elem φ w p.1 p.2 ^ 2 ≤
      ∑ x, density φ occ x * w x ^ 2 := by
    intro w
    rw [sum_product]
    exact transition_le hφ occ w
  have hv : ∑ p ∈ occ ×ˢ occᶜ, (elem φ v p.1 p.2 / (e p.1 - e p.2)) ^ 2 ≤
      (∑ x, density φ occ x * v x ^ 2) / D ^ 2 := by
    calc _ ≤ ∑ p ∈ occ ×ˢ occᶜ, elem φ v p.1 p.2 ^ 2 / D ^ 2 := by
          refine sum_le_sum fun p hp => ?_
          obtain ⟨hi, ha⟩ := mem_product.mp hp
          have h := gap p.1 hi p.2 (mem_compl.mp ha)
          rw [div_pow]
          exact div_le_div_of_nonneg_left (sq_nonneg _) (by positivity)
            (by nlinarith [mul_nonneg hD.le (sub_nonneg.mpr h)])
      _ = (∑ p ∈ occ ×ˢ occᶜ, elem φ v p.1 p.2 ^ 2) / D ^ 2 := (sum_div _ _ _).symm
      _ ≤ _ := div_le_div_of_nonneg_right (hS v) (by positivity)
  -- Cauchy-Schwarz over the occupied-virtual pairs
  have hCS := sum_mul_sq_le_sq_mul_sq (occ ×ˢ occᶜ) (fun p => elem φ u p.1 p.2)
    (fun p => elem φ v p.1 p.2 / (e p.1 - e p.2))
  have hm := mul_le_mul (hS u) hv (sum_nonneg fun p _ => sq_nonneg _)
    ((sum_nonneg fun p _ => sq_nonneg _).trans (hS u))
  rw [hB, mul_pow]
  calc _ ≤ 2 ^ 2 * ((∑ x, density φ occ x * u x ^ 2) *
        ((∑ x, density φ occ x * v x ^ 2) / D ^ 2)) :=
        mul_le_mul_of_nonneg_left (hCS.trans hm) (by norm_num)
    _ = _ := by ring
```

Choose $u$ equal to $1$ at one point $x$ and $0$ elsewhere, which is `Pi.single x 1`. The form becomes the induced density $(\chi v)(x)=\sum_y\chi(x,y)v(y)$, and $\sum_y n(y)u(y)^2$ becomes $n(x)$. Thus

$$(\chi v)(x)^2\le\Big(\frac2D\Big)^2 n(x)\sum_y n(y)v(y)^2 .$$

For a given $D$ and a given value of $\sum_y n(y)v(y)^2$, the magnitude of the linear density response at $x$ is therefore at most a constant times $\sqrt{n(x)}$, even if the potential acts elsewhere.

```lean
/-- For orthonormal orbitals with gaps at least `D > 0`, the squared density response
at a point `x` is at most `(2/D)²` times the density at `x` times the density-weighted
square of the potential. -/
theorem induced_density_sq_le {φ : ι → X → ℝ} (hφ : IsOrthonormal φ) {e : ι → ℝ}
    {occ : Finset ι} {D : ℝ} (hD : 0 < D)
    (gap : ∀ i ∈ occ, ∀ a ∉ occ, D ≤ e a - e i) (v : X → ℝ) (x : X) :
    (∑ y, chi φ e occ x y * v y) ^ 2 ≤
      (2 / D) ^ 2 * density φ occ x * ∑ y, density φ occ y * v y ^ 2 := by
  classical
  -- probe the response with a unit potential at x
  have h := form_sq_le hφ hD gap (Pi.single x 1) v
  have h1 : form φ e occ (Pi.single x 1) v = ∑ y, chi φ e occ x y * v y := by
    rw [form, sum_eq_single x]
    · simp
    · intro b _ hb
      simp [hb]
    · simp
  have h2 : ∑ y, density φ occ y * (Pi.single x 1 : X → ℝ) y ^ 2 = density φ occ x := by
    rw [sum_eq_single x]
    · simp
    · intro b _ hb
      simp [hb]
    · simp
  rwa [h1, h2] at h
```

## A two-point grid attains the constant

Take $\varphi_0=(3/5,4/5)$ and $\varphi_1=(4/5,-3/5)$.

```lean
/-- Two orthonormal orbitals on a two-point grid. -/
def pair : Fin 2 → Fin 2 → ℝ := ![![3 / 5, 4 / 5], ![4 / 5, -3 / 5]]
```

Occupy $\varphi_0$, set the energies to $0$ and $D$, and let $v=(4/3,-3/4)$. Then

$$\sum_x n v^2=\frac{9}{25}\cdot\frac{16}{9}+\frac{16}{25}\cdot\frac{9}{16}=1,\qquad M_{01}(v)=\frac{12}{25}\cdot\frac43+\frac{12}{25}\cdot\frac34=1 .$$

The single transition gives $-\langle v,\chi v\rangle=2/D$, which equals the upper bound. The theorem states this as $D\cdot(-\langle v,\chi v\rangle)=2$, together with orthonormality, the gap condition and the value of the weighted square. So no constant smaller than $2/D$ works for all systems that satisfy the hypotheses, whatever the value of $D>0$.

```lean
/-- The constant `2/D` is attained for every `D > 0`: the orbitals `pair` are orthonormal, and with
energies `0` and `D` and only orbital `0` occupied the gap is at least `D`, while the potential
`v = (4/3, -3/4)` has density-weighted square `1` and `-D ⟨v, χ v⟩ = 2`. -/
theorem sharp_witness {D : ℝ} (hD : 0 < D) :
    IsOrthonormal pair ∧
    (∀ i ∈ ({0} : Finset (Fin 2)), ∀ a ∉ ({0} : Finset (Fin 2)),
      D ≤ (![0, D] : Fin 2 → ℝ) a - (![0, D] : Fin 2 → ℝ) i) ∧
    ∑ x, density pair {0} x * (![4 / 3, -3 / 4] : Fin 2 → ℝ) x ^ 2 = 1 ∧
    D * -form pair ![0, D] {0} ![4 / 3, -3 / 4] ![4 / 3, -3 / 4] = 2 := by
  refine ⟨?_, ?_, ?_, ?_⟩
  · intro i j
    fin_cases i <;> fin_cases j <;> norm_num [pair, Fin.sum_univ_two]
  · intro i hi a ha
    fin_cases i <;> fin_cases a <;> simp at hi ha ⊢
  · norm_num [density, pair, Fin.sum_univ_two]
  · have hc : ({0} : Finset (Fin 2))ᶜ = {1} := by decide
    have hM : elem pair ![4 / 3, -3 / 4] 0 1 = 1 := by
      norm_num [elem, pair, Fin.sum_univ_two]
    have h0 : (![0, D] : Fin 2 → ℝ) 0 - (![0, D] : Fin 2 → ℝ) 1 = -D := by simp
    have hne : D ≠ 0 := hD.ne'
    rw [form_eq, hc, sum_singleton, sum_singleton, hM, h0, div_neg]
    field_simp

end

end OEPResponseConditioning
```

```lean
#print axioms OEPResponseConditioning.low_density_response
#print axioms OEPResponseConditioning.induced_density_sq_le
```

```
'OEPResponseConditioning.low_density_response' depends on axioms: [propext, Classical.choice, Quot.sound]
'OEPResponseConditioning.induced_density_sq_le' depends on axioms: [propext, Classical.choice, Quot.sound]
```
